# Double-hybrid weights 2/3, 1/3 and 1/6: an error between 0 and M/72 when −M ≤ W''' ≤ 0

In density-functional theory the electron repulsion can be switched on gradually, by a coupling strength $t$ that runs from 0 to 1 while the density is held fixed. The exchange-correlation energy is then the integral over $t$ of a function $W(t)$, the adiabatic-connection integrand. Information about $W$ is concentrated at the ends of the interval. At $t=0$ the value $W(0)$ is the exact exchange energy of the Kohn–Sham determinant, and the slope $W'(0)$ is twice the second-order correlation energy of perturbation theory about that determinant. At $t=1$ the value $W(1)$ can be approximated by a density functional. The double-hybrid estimate studied here combines these three quantities linearly. Practical double hybrids usually mix exact exchange and second-order correlation with density-functional exchange and correlation energies, instead of using $W(1)$ itself. Which weights should the three quantities carry, and how large is the error?

## The error as a weighted integral of the third derivative

Let $W$ be three times continuously differentiable on $[0,1]$, with one-sided derivatives at the endpoints, and let $-M\le W'''\le 0$ there. Write

$$E=\int_0^1 W(t)\,dt,\qquad D=\tfrac23W(0)+\tfrac13W(1)+\tfrac16W'(0).$$

The claim is that $0\le E-D\le M/72$. The estimate $D$ is never above the energy, and it is too low by at most $M/72$.

Take the kernel $k(t)=t(1-t)^2/6$. Its derivatives are

$$k'(t)=\frac{1-4t+3t^2}{6},\qquad k''(t)=t-\tfrac23,\qquad k'''(t)=1.$$

Integrate $k\,(-W''')$ by parts three times. Since $k(0)=k(1)=0$, the first step leaves no boundary term:

$$\int_0^1 k\,(-W''')\,dt=\int_0^1 k'W''\,dt.$$

For the second step, $k'(1)=0$ and $k'(0)=1/6$, so

$$\int_0^1 k'W''\,dt=-\tfrac16W'(0)-\int_0^1 k''W'\,dt.$$

For the third, $k''(1)=1/3$, $k''(0)=-2/3$ and $k'''=1$, so

$$-\int_0^1 k''W'\,dt=-\tfrac13W(1)-\tfrac23W(0)+\int_0^1W\,dt.$$

Together these give the exact error formula

$$E-D=\int_0^1 k(t)\,\bigl(-W'''(t)\bigr)\,dt.$$

On $[0,1]$ the kernel is nonnegative, and $0\le -W'''\le M$. The integral therefore lies between 0 and $M\int_0^1k\,dt$, where

$$\int_0^1 k\,dt=\frac16\left(\frac12-\frac23+\frac14\right)=\frac1{72}.$$

If $W'''=-M$ throughout, the error equals $M/72$, so the upper bound is attained.

## Why the slope raises the exchange weight from one half to two thirds

Suppose first that only the endpoint values are used, with weights $a$ and $b$. For a straight line $W(t)=p+qt$ the integral is $p+q/2$, while the rule gives $ap+b(p+q)$. Agreement for all $p,q$ requires $a+b=1$ and $b=1/2$, hence one half for each.

Now add the initial slope with weight $c$, and ask for exactness on all parabolas $p+qt+rt^2$. The integral is $p+q/2+r/3$, and the rule gives $ap+b(p+q+r)+cq$. Comparing coefficients yields $a+b=1$, $b+c=1/2$ and $b=1/3$, so $a=2/3$ and $c=1/6$. In terms of the second-order correlation energy, whose double is $W'(0)$, the weight is one third.

## The sign condition and the half-and-half rule

The condition $W'''\le0$ says that the second derivative $W''$ does not grow as the interaction is turned on. The model $W(t)=\alpha+\beta/(1+\gamma t)$ with $\beta,\gamma>0$ satisfies it, with $M=6\beta\gamma^3$. For a real system it is an assumption about the integrand.

It does not follow from the familiar shape of the curve. Take $W(t)=t^3-3t$, which is decreasing and convex on $[0,1]$ but has $W'''=6$. Here $E=-5/4$ and $D=-7/6$, so $E-D=-1/12$ is negative. (An exchange energy $W(0)$ must be negative, not zero; adding a negative constant to $W$ repairs this and shifts $E$ and $D$ equally.) Decrease and convexity alone thus do not fix the sign of the error.

The same integration by parts, done twice with the kernel $t(1-t)/2$, treats the half-and-half rule:

$$E-\frac{W(0)+W(1)}2=-\int_0^1\frac{t(1-t)}2\,W''(t)\,dt.$$

If $0\le W''\le K$, this error lies between $-K/12$ and 0. For a convex curve with $W'''\le0$, the energy is therefore bracketed by the double-hybrid estimate from below and the half-and-half estimate from above. This bracket is worked out here by hand only. The error of the cubic counter-example also follows from the code below, by taking $M=-6$ in the theorems on constant third derivatives; its decrease and convexity are checked only by hand.

## The curve, the energy and the estimate in Lean

```lean
import Mathlib

open Set

namespace DoubleHybridWeights

noncomputable section
```

The integrand and its three derivatives are given as four real functions, `W`, `W₁`, `W₂` and `W₃`, standing for $W$, $W'$, $W''$ and $W'''$. The structure `AdiabaticCurve` states that each is the derivative of the one before, and that the last is continuous. Derivatives are taken within `Icc 0 1`, the closed interval $[0,1]$, which makes them one-sided at its ends. Values outside the interval play no part.

```lean
/-- The function `W` is of class C³ on the coupling interval [0,1], with first, second and third
derivatives `W₁`, `W₂`, `W₃` (one-sided at the endpoints). -/
structure AdiabaticCurve (W W₁ W₂ W₃ : ℝ → ℝ) : Prop where
  deriv_one : ∀ x ∈ Icc (0 : ℝ) 1, HasDerivWithinAt W (W₁ x) (Icc 0 1) x
  deriv_two : ∀ x ∈ Icc (0 : ℝ) 1, HasDerivWithinAt W₁ (W₂ x) (Icc 0 1) x
  deriv_three : ∀ x ∈ Icc (0 : ℝ) 1, HasDerivWithinAt W₂ (W₃ x) (Icc 0 1) x
  continuous_three : ContinuousOn W₃ (Icc 0 1)
```

Despite its name, the structure contains only smoothness: no Hamiltonian, density or wave function appears. The smoothness is itself a physical restriction, because a finite slope at zero coupling excludes systems whose second-order correlation energy diverges, such as the uniform electron gas.

The energy is the coupling integral.

```lean
/-- The integral of `W` over [0,1], which is the exchange-correlation energy when `W` is the
adiabatic-connection integrand. -/
def xcEnergy (W : ℝ → ℝ) : ℝ := ∫ x in (0 : ℝ)..1, W x
```

The estimate takes the initial slope from its second argument. That argument is the true derivative of `W` only when an `AdiabaticCurve` hypothesis says so, as it does in the error theorems.

```lean
/-- The double-hybrid estimate from the two endpoint values of `W` and the initial slope,
which is read from `W₁`. -/
def doubleHybrid (W W₁ : ℝ → ℝ) : ℝ := 2 / 3 * W 0 + 1 / 3 * W 1 + W₁ 0 / 6
```

Here $W(1)$ is the exact value at full coupling. If a density functional replaces it, one third of that functional's error is added to the estimate.

```lean
/-- The weight with which minus the third derivative at coupling strength `t` in [0,1] enters the
error, energy minus estimate. -/
def errorKernel (t : ℝ) : ℝ := t * (1 - t) ^ 2 / 6
```

## Polynomial calculus and the weight 1/72

All the explicit functions in the argument are polynomials of degree at most four, so one derivative rule serves for the kernel, its derivative and the cubic example.

```lean
/-- The derivative of a quartic polynomial in the coupling strength. -/
theorem hasDerivAt_quartic (a b c d e x : ℝ) :
    HasDerivAt (fun y : ℝ => a + b * y + c * y ^ 2 + d * y ^ 3 + e * y ^ 4)
      (b + 2 * c * x + 3 * d * x ^ 2 + 4 * e * x ^ 3) x := by
  have h := ((((hasDerivAt_const x a).fun_add ((hasDerivAt_id' x).const_mul b)).fun_add
    ((hasDerivAt_pow 2 x).const_mul c)).fun_add
    ((hasDerivAt_pow 3 x).const_mul d)).fun_add ((hasDerivAt_pow 4 x).const_mul e)
  refine h.congr_deriv ?_
  norm_num
  ring
```

The integral of a cubic follows by exhibiting its antiderivative and applying the fundamental theorem of calculus.

```lean
/-- The coupling integral of a cubic polynomial. -/
theorem integral_cubic (p q r s : ℝ) :
    ∫ x in (0 : ℝ)..1, (p + q * x + r * x ^ 2 + s * x ^ 3) = p + q / 2 + r / 3 + s / 4 := by
  have hd : ∀ x ∈ uIcc (0 : ℝ) 1,
      HasDerivAt (fun y : ℝ => 0 + p * y + q / 2 * y ^ 2 + r / 3 * y ^ 3 + s / 4 * y ^ 4)
        (p + q * x + r * x ^ 2 + s * x ^ 3) x := fun x _ =>
    (hasDerivAt_quartic 0 p (q / 2) (r / 3) (s / 4) x).congr_deriv (by ring)
  rw [intervalIntegral.integral_eq_sub_of_hasDerivAt hd
    (Continuous.intervalIntegrable (by fun_prop) _ _)]
  ring
```

Expanding the kernel as $t/6-t^2/3+t^3/6$ then gives its total weight.

```lean
/-- The error kernel has total weight 1/72. -/
theorem integral_errorKernel : ∫ x in (0 : ℝ)..1, errorKernel x = 1 / 72 := by
  have e : ∀ x, errorKernel x = 0 + 1 / 6 * x + (-1 / 3) * x ^ 2 + 1 / 6 * x ^ 3 := by
    intro x
    unfold errorKernel
    ring
  simp only [e]
  rw [integral_cubic]
  norm_num
```

## One antiderivative in place of three integrations by parts

The next theorem is the exact error formula. It needs only the smoothness of the curve, with no bound on the third derivative. The proof collects the boundary terms of the three integrations by parts in a single function,

$$F=k\,W''-k'\,W'+k''\,W.$$

When $F$ is differentiated, the intermediate terms cancel and $F'=W-k\,(-W''')$ remains. The fundamental theorem gives $F(1)-F(0)$ as the integral of $F'$, and the endpoint values of $F$ supply exactly the three terms of $D$.

```lean
/-- Exact error formula: for a C³ curve, the energy minus the double-hybrid estimate is the
kernel-weighted integral of minus the third derivative. -/
theorem error_eq_integral {W W₁ W₂ W₃ : ℝ → ℝ} (h : AdiabaticCurve W W₁ W₂ W₃) :
    xcEnergy W - doubleHybrid W W₁ = ∫ x in (0 : ℝ)..1, errorKernel x * -W₃ x := by
  have c0 : ContinuousOn W (Icc 0 1) := fun x hx => (h.deriv_one x hx).continuousWithinAt
  have c1 : ContinuousOn W₁ (Icc 0 1) := fun x hx => (h.deriv_two x hx).continuousWithinAt
  have c2 : ContinuousOn W₂ (Icc 0 1) := fun x hx => (h.deriv_three x hx).continuousWithinAt
  have c3 := h.continuous_three
  have ck : Continuous errorKernel := by unfold errorKernel; fun_prop
  have ckW : ContinuousOn (fun x => errorKernel x * -W₃ x) (Icc 0 1) :=
    ck.continuousOn.mul c3.neg
  have i0 := c0.intervalIntegrable_of_Icc (μ := MeasureTheory.volume) zero_le_one
  have i1 := ckW.intervalIntegrable_of_Icc (μ := MeasureTheory.volume) zero_le_one
  -- the boundary terms of three integrations by parts, collected in one function
  obtain ⟨F, hF⟩ : ∃ F : ℝ → ℝ, ∀ x, F x = x * (1 - x) ^ 2 / 6 * W₂ x
      - (1 - 4 * x + 3 * x ^ 2) / 6 * W₁ x + (x - 2 / 3) * W x := ⟨_, fun _ => rfl⟩
  have hcont : ContinuousOn F (Icc 0 1) := by
    rw [funext hF]
    fun_prop
  have hder : ∀ x ∈ Ioo (0 : ℝ) 1, HasDerivAt F (W x - errorKernel x * -W₃ x) x := by
    intro x hx
    have hm := Icc_mem_nhds hx.1 hx.2
    have hx' := Ioo_subset_Icc_self hx
    have d0 := (h.deriv_one x hx').hasDerivAt hm
    have d1 := (h.deriv_two x hx').hasDerivAt hm
    have d2 := (h.deriv_three x hx').hasDerivAt hm
    have k0 : HasDerivAt (fun y : ℝ => y * (1 - y) ^ 2 / 6)
        ((1 - 4 * x + 3 * x ^ 2) / 6) x := by
      convert hasDerivAt_quartic 0 (1 / 6) (-1 / 3) (1 / 6) 0 x using 1
      · funext y; ring
      · ring
    have k1 : HasDerivAt (fun y : ℝ => (1 - 4 * y + 3 * y ^ 2) / 6) (x - 2 / 3) x := by
      convert hasDerivAt_quartic (1 / 6) (-2 / 3) (1 / 2) 0 0 x using 1
      · funext y; ring
      · ring
    have k2 : HasDerivAt (fun y : ℝ => y - 2 / 3) 1 x := (hasDerivAt_id' x).sub_const _
    rw [funext hF]
    refine (((k0.fun_mul d2).fun_sub (k1.fun_mul d1)).fun_add (k2.fun_mul d0)).congr_deriv ?_
    unfold errorKernel
    ring
  have key := intervalIntegral.integral_eq_sub_of_hasDerivAt_of_le zero_le_one hcont hder
    (i0.sub i1)
  rw [intervalIntegral.integral_sub i0 i1, hF, hF] at key
  unfold xcEnergy doubleHybrid
  linear_combination key
```

The steps `c0` to `c2` obtain continuity from differentiability, and `i0` and `i1` give integrability. The step `hder` computes $F'$ in the open interval, where the one-sided derivatives become ordinary ones. The version of the fundamental theorem used here asks for these interior derivatives, continuity of $F$ on the closed interval and integrability of $F'$, which `i0` and `i1` supply. The last line rearranges `key` into the stated formula.

## The two bounds and the curve that attains the upper one

The main theorem adds the hypothesis `hM`, which places `W₃ x` between `-M` and 0 at every point of $[0,1]$. Its conclusion is the pair of inequalities $0\le E-D$ and $E-D\le M/72$.

```lean
/-- If the third derivative of a C³ curve lies between `-M` and 0 on [0,1], the double-hybrid
estimate never exceeds the exchange-correlation energy and falls short by at most `M/72`. -/
theorem doubleHybrid_error_bounds {W W₁ W₂ W₃ : ℝ → ℝ} {M : ℝ}
    (h : AdiabaticCurve W W₁ W₂ W₃) (hM : ∀ x ∈ Icc (0 : ℝ) 1, -M ≤ W₃ x ∧ W₃ x ≤ 0) :
    0 ≤ xcEnergy W - doubleHybrid W W₁ ∧ xcEnergy W - doubleHybrid W W₁ ≤ M / 72 := by
  have ck : Continuous errorKernel := by unfold errorKernel; fun_prop
  have hk : ∀ x ∈ Icc (0 : ℝ) 1, 0 ≤ errorKernel x := by
    intro x hx
    have h0 : 0 ≤ x := hx.1
    unfold errorKernel
    positivity
  have ckW : ContinuousOn (fun x => errorKernel x * -W₃ x) (Icc 0 1) :=
    ck.continuousOn.mul h.continuous_three.neg
  rw [error_eq_integral h]
  constructor
  · exact intervalIntegral.integral_nonneg zero_le_one fun x hx =>
      mul_nonneg (hk x hx) (by linarith [(hM x hx).2])
  · -- replace minus the third derivative by its largest value
    calc ∫ x in (0 : ℝ)..1, errorKernel x * -W₃ x
        ≤ ∫ x in (0 : ℝ)..1, errorKernel x * M :=
          intervalIntegral.integral_mono_on zero_le_one
            (ckW.intervalIntegrable_of_Icc zero_le_one)
            ((ck.mul continuous_const).intervalIntegrable _ _)
            fun x hx => mul_le_mul_of_nonneg_left (by linarith [(hM x hx).1]) (hk x hx)
      _ = M / 72 := by
          rw [intervalIntegral.integral_mul_const, integral_errorKernel]
          ring
```

After rewriting with the error formula, the first inequality is the integral of a product of nonnegative factors. For the second, the `calc` block replaces $-W'''$ by $M$ under the integral, which is allowed because the kernel is nonnegative, and then inserts the weight $1/72$.

For the estimate $D$ with exact endpoint data, this says that the bounds $-M\le W'''\le0$ on a smooth integrand turn into an energy error bar of known sign.

When the third derivative is the constant $-M$, the error formula gives the error outright. This theorem places no sign condition on $M$; a negative $M$ gives a negative error.

```lean
/-- A C³ curve with constant third derivative `-M` has error exactly `M/72`. -/
theorem error_of_constant_third {W W₁ W₂ : ℝ → ℝ} {M : ℝ}
    (h : AdiabaticCurve W W₁ W₂ (fun _ => -M)) :
    xcEnergy W - doubleHybrid W W₁ = M / 72 := by
  rw [error_eq_integral h, intervalIntegral.integral_mul_const, integral_errorKernel]
  ring
```

Such curves exist. The next theorem verifies the derivatives of every cubic $p+qt+rt^2-(M/6)t^3$, one after another. With $M\ge0$ these cubics satisfy the hypotheses of the main theorem and reach its upper bound. They can also have the usual shape of an integrand: if $2r\ge M$ and $q+2r-M/2\le0$, the curve is convex and decreasing on $[0,1]$.

```lean
/-- Every cubic with leading coefficient `-M/6` is an adiabatic curve with constant third
derivative `-M`. -/
theorem adiabaticCurve_witness (p q r M : ℝ) :
    AdiabaticCurve (fun x => p + q * x + r * x ^ 2 - M / 6 * x ^ 3)
      (fun x => q + 2 * r * x - M / 2 * x ^ 2) (fun x => 2 * r - M * x) (fun _ => -M) := by
  refine ⟨fun x _ => ?_, fun x _ => ?_, fun x _ => ?_, continuousOn_const⟩
  · have d : HasDerivAt (fun y : ℝ => p + q * y + r * y ^ 2 - M / 6 * y ^ 3)
        (q + 2 * r * x - M / 2 * x ^ 2) x := by
      convert hasDerivAt_quartic p q r (-M / 6) 0 x using 1
      · funext y; ring
      · ring
    exact d.hasDerivWithinAt
  · have d : HasDerivAt (fun y : ℝ => q + 2 * r * y - M / 2 * y ^ 2) (2 * r - M * x) x := by
      convert hasDerivAt_quartic q (2 * r) (-M / 2) 0 0 x using 1
      · funext y; ring
      · ring
    exact d.hasDerivWithinAt
  · have d : HasDerivAt (fun y : ℝ => 2 * r - M * y) (-M) x := by
      convert hasDerivAt_quartic (2 * r) (-M) 0 0 0 x using 1
      · funext y; ring
      · ring
    exact d.hasDerivWithinAt
```

## Weights fixed by exactness on lines and parabolas

The last two theorems are equivalences, so they show both that the weights work and that no others do. In the first, `p` and `p + q` are the endpoint values of a straight line.

```lean
/-- A rule using only the two endpoint values is exact for all straight-line curves if and
only if both weights are one half. -/
theorem endpoint_weights_iff (a b : ℝ) :
    (∀ p q : ℝ, xcEnergy (fun x => p + q * x) = a * p + b * (p + q)) ↔
      a = 1 / 2 ∧ b = 1 / 2 := by
  have hI : ∀ p q : ℝ, xcEnergy (fun x => p + q * x) = p + q / 2 := by
    intro p q
    have h := integral_cubic p q 0 0
    simp only [zero_mul, add_zero, zero_div] at h
    exact h
  simp only [hI]
  constructor
  · intro h
    have h1 := h 1 0
    have h2 := h 0 1
    constructor <;> linarith
  · rintro ⟨rfl, rfl⟩ p q
    ring
```

The integral is evaluated in `hI`. One direction tests the rule on the constant 1 and on the line $t$, and solves the two resulting equations; the other substitutes the weights.

With the slope included, the coefficient `q` is the initial slope of the parabola and `p + q + r` its value at full coupling. The test curves are now $1$, $t$ and $t^2$, which give the three equations solved by hand above.

```lean
/-- A rule using the endpoint values and the initial slope is exact for all parabolic curves
if and only if its weights are 2/3, 1/3 and 1/6. -/
theorem doubleHybrid_weights_iff (a b c : ℝ) :
    (∀ p q r : ℝ, xcEnergy (fun x => p + q * x + r * x ^ 2) =
      a * p + b * (p + q + r) + c * q) ↔ a = 2 / 3 ∧ b = 1 / 3 ∧ c = 1 / 6 := by
  have hI : ∀ p q r : ℝ, xcEnergy (fun x => p + q * x + r * x ^ 2) = p + q / 2 + r / 3 := by
    intro p q r
    have h := integral_cubic p q r 0
    simp only [zero_mul, add_zero, zero_div] at h
    exact h
  simp only [hI]
  constructor
  · intro h
    -- test on the constant, the line and the parabola
    have h1 := h 1 0 0
    have h2 := h 0 1 0
    have h3 := h 0 0 1
    refine ⟨?_, ?_, ?_⟩ <;> linarith
  · rintro ⟨rfl, rfl, rfl⟩ p q r
    ring

end

end DoubleHybridWeights
```

```lean
#print axioms DoubleHybridWeights.doubleHybrid_error_bounds
-- 'DoubleHybridWeights.doubleHybrid_error_bounds' depends on axioms: [propext, Classical.choice, Quot.sound]
#print axioms DoubleHybridWeights.error_of_constant_third
-- 'DoubleHybridWeights.error_of_constant_third' depends on axioms: [propext, Classical.choice, Quot.sound]
#print axioms DoubleHybridWeights.endpoint_weights_iff
-- 'DoubleHybridWeights.endpoint_weights_iff' depends on axioms: [propext, Classical.choice, Quot.sound]
#print axioms DoubleHybridWeights.doubleHybrid_weights_iff
-- 'DoubleHybridWeights.doubleHybrid_weights_iff' depends on axioms: [propext, Classical.choice, Quot.sound]
```
